# The level-shifted energy Tr((F + b(1 − P))Q) attains a minimum over rank-N orthogonal projectors

In a finite real orthonormal basis, a density matrix of N orbitals, each with occupation one, is modelled as a symmetric idempotent matrix `Q` of rank `N`. Its energy in a fixed Fock matrix `F` is taken to be Tr FQ. The theorem `exists_isShiftedMin` states that, given one such projector `P`, any real matrix `F` (symmetry is not assumed) and any real shift `b`, some rank-`N` projector `Q` minimizes Tr((F + b(1 − P))R) over all rank-`N` projectors R. The attempt rewrites the rank condition as Tr Q = N to show that the set of projectors is closed, bounds all entries in [−1, 1] to get compactness, and applies `IsCompact.exists_isMinOn` to the continuous energy.

An attempt in Lean 4 with a fault in it:

```lean
import Mathlib

open Matrix

namespace LevelShiftTrustRegion

noncomputable section

variable {n : Type*} [Fintype n] [DecidableEq n]

/-- `P` is a real orthogonal projector of rank `N`: symmetric, idempotent, rank `N`. -/
structure IsOrthProj (N : ℕ) (P : Matrix n n ℝ) : Prop where
  symm : Pᵀ = P
  idem : P * P = P
  rank_eq : P.rank = N

/-- The energy `Tr FQ` of the density matrix `Q` in the Fock matrix `F`. -/
def energy (F Q : Matrix n n ℝ) : ℝ := (F * Q).trace

/-- The level-shifted Fock matrix `F + b (1 - P)`. -/
def levelShift (F P : Matrix n n ℝ) (b : ℝ) : Matrix n n ℝ := F + b • (1 - P)

/-- `Q` minimizes `Tr ((F + b (1 - P)) R)` among rank-`N` orthogonal projectors `R`. -/
def IsShiftedMin (N : ℕ) (F P : Matrix n n ℝ) (b : ℝ) (Q : Matrix n n ℝ) : Prop :=
  IsOrthProj N Q ∧
    ∀ R, IsOrthProj N R → energy (levelShift F P b) Q ≤ energy (levelShift F P b) R

/-- The trace of an idempotent matrix equals its rank. -/
theorem trace_eq_rank {P : Matrix n n ℝ} (h : P * P = P) : P.trace = (P.rank : ℝ) := by
  have hp : LinearMap.IsProj (LinearMap.range P.mulVecLin) P.mulVecLin :=
    ⟨fun x => LinearMap.mem_range_self _ x, by
      rintro _ ⟨y, rfl⟩
      simp [Matrix.mulVec_mulVec, h]⟩
  have e : LinearMap.trace ℝ _ P.mulVecLin = P.trace := Matrix.trace_toLin'_eq P
  rw [← e]
  exact hp.trace

variable {N : ℕ} {F P : Matrix n n ℝ}

/-- For a rank-`N` projector `P` and any shift `b`, the level-shifted energy has a minimizer
among rank-`N` projectors. -/
theorem exists_isShiftedMin (hP : IsOrthProj N P) (F : Matrix n n ℝ) (b : ℝ) :
    ∃ Q, IsShiftedMin N F P b Q := by
  have hK : IsCompact (Set.univ.pi fun _ : n => Set.univ.pi fun _ : n =>
      Set.Icc (-1 : ℝ) 1 : Set (Matrix n n ℝ)) :=
    isCompact_univ_pi fun _ => isCompact_univ_pi fun _ => isCompact_Icc
  -- the rank condition is the closed condition `Tr Q = N`
  have hS : {Q : Matrix n n ℝ | IsOrthProj N Q} =
      {Q | Qᵀ = Q} ∩ ({Q | Q * Q = Q} ∩ {Q | Q.trace = N}) := by
    ext Q
    constructor
    · intro h
      refine ⟨h.symm, h.idem, ?_⟩
      show Q.trace = N
      rw [trace_eq_rank h.idem, h.rank_eq]
    · rintro ⟨h1, h2, h3⟩
      have h4 : (Q.rank : ℝ) = N := (trace_eq_rank h2).symm.trans h3
      exact ⟨h1, h2, by exact_mod_cast h4⟩
  have hcl : IsClosed {Q : Matrix n n ℝ | IsOrthProj N Q} := by
    rw [hS]
    exact (isClosed_eq continuous_id.matrix_transpose continuous_id).inter
      ((isClosed_eq (continuous_id.matrix_mul continuous_id) continuous_id).inter
        (isClosed_eq continuous_id.matrix_trace continuous_const))
  -- entries are bounded: ∑ₖ Qᵢₖ² = Qᵢᵢ ≤ 1
  have hc : IsCompact {Q : Matrix n n ℝ | IsOrthProj N Q} := by
    refine hK.of_isClosed_subset hcl ?_
    intro Q hQ i _ j _
    have hQ' : IsOrthProj N Q := hQ
    have h0 : Q * Qᵀ = Q := by rw [hQ'.symm, hQ'.idem]
    have h1 : ∑ k, Q i k * Q i k = Q i i := by
      simpa [Matrix.mul_apply] using congrFun (congrFun h0 i) i
    have h2 : ∀ k, Q i k * Q i k ≤ Q i i := fun k =>
      (Finset.single_le_sum (f := fun k => Q i k * Q i k)
        (fun k _ => mul_self_nonneg _) (Finset.mem_univ k)).trans h1.le
    have h3 : Q i i ≤ 1 := by nlinarith [h2 i]
    have h4 := h2 j
    show Q i j ∈ Set.Icc (-1 : ℝ) 1
    constructor <;> nlinarith
  have hcont : Continuous fun Q : Matrix n n ℝ => energy (levelShift F P b) Q :=
    (continuous_const.matrix_mul continuous_id).matrix_trace
  obtain ⟨Q, hQ, hmin⟩ := hc.exists_isMinOn ⟨P, hP⟩ hcont.continuousOn
  exact ⟨Q, hQ, fun R hR => hmin hR⟩

end

end LevelShiftTrustRegion
```

Lean reports:

```
Main.lean:49:6: error: Type mismatch
  {Q | Qᵀ = Q} ∩ ({Q | Q * Q = Q} ∩ {Q | Q.trace = N})
has type
  Set (Matrix ?m.75 ?m.75 ℕ)
but is expected to have type
  Set (Matrix n n ℝ)
```

The repair, with which the file compiles:

```diff
@@ -47,5 +47,6 @@
   -- the rank condition is the closed condition `Tr Q = N`
   have hS : {Q : Matrix n n ℝ | IsOrthProj N Q} =
-      {Q | Qᵀ = Q} ∩ ({Q | Q * Q = Q} ∩ {Q | Q.trace = N}) := by
+      {Q : Matrix n n ℝ | Qᵀ = Q} ∩ ({Q : Matrix n n ℝ | Q * Q = Q} ∩
+        {Q : Matrix n n ℝ | Q.trace = (N : ℝ)}) := by
     ext Q
     constructor
@@ -64,7 +65,8 @@
   -- entries are bounded: ∑ₖ Qᵢₖ² = Qᵢᵢ ≤ 1
   have hc : IsCompact {Q : Matrix n n ℝ | IsOrthProj N Q} := by
-    refine hK.of_isClosed_subset hcl ?_
-    intro Q hQ i _ j _
-    have hQ' : IsOrthProj N Q := hQ
+    suffices hb : ∀ Q : Matrix n n ℝ, IsOrthProj N Q → ∀ i j, Q i j ∈ Set.Icc (-1 : ℝ) 1 from
+      hK.of_isClosed_subset hcl fun Q hQ i _ j _ => hb Q hQ i j
+    intro Q hQ' i j
+
     have h0 : Q * Qᵀ = Q := by rw [hQ'.symm, hQ'.idem]
     have h1 : ∑ k, Q i k * Q i k = Q i i := by
@@ -75,5 +77,5 @@
     have h3 : Q i i ≤ 1 := by nlinarith [h2 i]
     have h4 := h2 j
-    show Q i j ∈ Set.Icc (-1 : ℝ) 1
+
     constructor <;> nlinarith
   have hcont : Continuous fun Q : Matrix n n ℝ => energy (levelShift F P b) Q :=
```

Cause. The single message concerns the statement of `hS`. The left side is a `Set (Matrix n n ℝ)`, but the three sets on the right bind `Q` without a type. Lean's elaborators for `=` and `∩` first elaborate the operand sets without an expected type, so the left side does not tell these binders that `Q` is a real matrix. In `Q.trace = N` the only type information about the entries is then `N : ℕ`, which fixes the entry type to `ℕ` instead of causing `N` to be cast to `ℝ`. The right side becomes a `Set (Matrix ?m.75 ?m.75 ℕ)`, with the index type still undetermined, and this cannot match the left side.

The first hunk cures this. Each binder becomes `Q : Matrix n n ℝ` and the trace condition reads `Q.trace = (N : ℝ)`, so both sides are sets of real matrices.

The second and third hunks answer no message. They reorganise `hc`: the entrywise bound is stated first as `hb` via `suffices` and passed to `hK.of_isClosed_subset hcl`. The hypothesis then arrives directly as `IsOrthProj N Q` and the goal as `Q i j ∈ Set.Icc (-1 : ℝ) 1`, which makes the restated `hQ'` and the `show` line redundant. The mathematical argument is unchanged, and the messages do not show whether the earlier form would have failed.
